# The virial theorem for a normalised radial Dirac orbital with vanishing boundary terms

Carry the Schrödinger virial theorem, $2\langle T\rangle=\langle rV'\rangle$, over to a Dirac electron in a central potential $V(r)$, with $c\,\boldsymbol\alpha\cdot\mathbf p$ in the place of the kinetic energy $T$, and the kinetic expectation value comes out at half of what it should be. The Dirac operator is linear in momentum, so the factor of two has to go.

I would like to see the correct relation derived and machine-checked at the level of the radial functions. Let $P$ and $Q$ be the large and small components, $k$ the angular quantum number, $c$ the speed of light and $E$ the energy including the rest energy, in units with $\hbar=m=e^2/(4\pi\varepsilon_0)=1$. For $r>0$,

$$P'=-\frac{kP}{r}+\frac{(E-V+c^2)Q}{c},\qquad Q'=\frac{kQ}{r}-\frac{(E-V-c^2)P}{c}.$$

If the orbital is normalised, $V$ is differentiable, the integrals converge and $r(PQ'-QP')$ vanishes at both ends, I expect

$$E=c^2\int_0^\infty(P^2-Q^2)\,dr+\int_0^\infty(V+rV')(P^2+Q^2)\,dr.$$

For $V=-Z/r$, with $Z$ the nuclear charge, this should fix the small-component weight as $\int Q^2=(1-E/c^2)/2$. Can both be proved in Lean, with all conditions visible?

## Differentiating $r(PQ'-QP')$

Yes. Write $\rho=P^2+Q^2$, $A=E-V-c^2$ and $B=E-V+c^2$. Inserting the radial equations into $F=r(PQ'-QP')$ removes the derivatives:

$$F=2kPQ-\frac rc\,(AP^2+BQ^2).$$

Two derivatives are needed. In the first, the terms $\mp kPQ/r$ cancel:

$$(PQ)'=P'Q+PQ'=\frac{BQ^2-AP^2}{c}.$$

In the second, $A'=B'=-V'$, and the terms $\pm 2ABPQ/c$ cancel:

$$(AP^2+BQ^2)'=-V'\rho+2APP'+2BQQ'=-V'\rho+\frac{2k}{r}(BQ^2-AP^2).$$

The product rule for $F$ then gives

$$cF'=2k(BQ^2-AP^2)-(AP^2+BQ^2)+rV'\rho-2k(BQ^2-AP^2).$$

The terms in $k$ drop out. Since $AP^2+BQ^2=(E-V)\rho-c^2(P^2-Q^2)$,

$$cF'=(V+rV')\rho-E\rho+c^2(P^2-Q^2).$$

Integrate from $0$ to $\infty$. The left side vanishes because $F\to0$ at both ends, and $\int\rho=1$ turns the middle term into $-E$. This is the stated energy formula.

## Kinetic energy, small-component weight and a lower bound

The radial density of $c\,\boldsymbol\alpha\cdot\mathbf p$ is

$$c\left[P\left(-Q'+\frac{kQ}{r}\right)+Q\left(P'+\frac{kP}{r}\right)\right]=AP^2+BQ^2=(E-V)\rho-c^2(P^2-Q^2).$$

Integrating it and inserting the energy formula gives $\langle c\,\boldsymbol\alpha\cdot\mathbf p\rangle=\langle rV'\rangle$, without the factor of two.

Now let $V=-Z/r+W$, where $W$ is a differentiable screening potential. The nuclear part cancels, because $-Z/r+r\cdot Z/r^2=0$, and so $V+rV'=W+rW'$. Normalisation gives $\int(P^2-Q^2)=1-2\int Q^2$. Solving the energy formula for the weight yields

$$\int Q^2=\frac12\left(1-\frac{E}{c^2}\right)+\frac{1}{2c^2}\int(W+rW')\rho.$$

Setting $W=0$ gives the Coulomb formula in the question.

Finally, if $V+rV'\ge0$ everywhere, the potential integral is non-negative. Since $\int(P^2-Q^2)\ge-\int\rho=-1$, it follows that $E\ge-c^2$. If $V\to0$ at infinity, $-c^2$ is the upper edge of the negative-energy continuum, and such an orbital cannot lie below it.

## What the Lean statements assume about the orbital

`RadialDirac c E k V P Q` says that the real functions `P` and `Q` satisfy the two differential equations at every $r>0$. The sign convention is that of a spinor with radial parts $P/r$ and $iQ/r$. The parameter `k` may be any real number; the physical values are the non-zero integers.

`BoundOrbital` adds three conditions:

- `norm` is $\int_0^\infty\rho\,dr=1$.
- `flux_zero` says that $F\to0$ at the nucleus. Near a point nucleus with $|k|>Z/c$, the regular solution meets this condition, since it goes as $r^\gamma$ with $\gamma=\sqrt{k^2-Z^2/c^2}>0$. The condition is weaker than regularity: for $\gamma<1/2$, the pure series solution that starts with $r^{-\gamma}$ is also square-integrable at the nucleus and has $F\to0$ there.
- `flux_top` says that $F\to0$ at infinity, as it does for an exponentially decaying bound state.

In `radial_virial`, `hc` is $c>0$, `hV` says that `V'` is the derivative of `V` on $r>0$, and `hI` requires $(V+rV')\rho$ to be integrable, which means that the potential term in the energy formula is finite. The conclusion is the energy formula. `kinetic_virial` asks for $V\rho$ and $rV'\rho$ to be integrable separately, since the kinetic density contains $V\rho$ without $rV'\rho$. `small_component_weight` and `energy_lower_bound` state the other two consequences.

The potential is local, central and given. Non-local exchange, self-consistency and the total energy of a many-electron atom are not treated, so this is a virial theorem for one orbital. The separation of the three-dimensional Dirac equation is also taken as done: `kineticDensity` is defined directly by its radial expression.

Within a four-component atomic calculation that uses a local potential, the identity offers a consistency test for each numerical orbital, comparing its eigenvalue with integrals over $P$ and $Q$.

```lean
import Mathlib

open MeasureTheory Set Filter Topology

namespace RadialDiracVirial

noncomputable section

/-- The radial Dirac equations on `r > 0` for the large component `P` and the small component `Q`,
with speed of light `c ≠ 0`, angular quantum number `k`, potential `V`, and energy `E`
that includes the rest energy. -/
structure RadialDirac (c E k : ℝ) (V P Q : ℝ → ℝ) : Prop where
  large : ∀ r, 0 < r → HasDerivAt P (-k * P r / r + (E - V r + c ^ 2) * Q r / c) r
  small : ∀ r, 0 < r → HasDerivAt Q (k * Q r / r - (E - V r - c ^ 2) * P r / c) r

/-- The radial density `P² + Q²`. -/
def density (P Q : ℝ → ℝ) (r : ℝ) : ℝ := P r ^ 2 + Q r ^ 2

/-- The virial function `r (P Q' - Q P')`. -/
def virialFlux (P Q : ℝ → ℝ) (r : ℝ) : ℝ := r * (P r * deriv Q r - Q r * deriv P r)

/-- The radial density of the kinetic operator `c α·p`, for `r > 0`. -/
def kineticDensity (c k : ℝ) (P Q : ℝ → ℝ) (r : ℝ) : ℝ :=
  c * (P r * (-deriv Q r + k * Q r / r) + Q r * (deriv P r + k * P r / r))

/-- A normalized solution of the radial Dirac equations whose virial function vanishes
at the nucleus and at infinity. -/
structure BoundOrbital (c E k : ℝ) (V P Q : ℝ → ℝ) : Prop where
  dirac : RadialDirac c E k V P Q
  norm : ∫ r in Ioi (0 : ℝ), density P Q r = 1
  flux_zero : Tendsto (virialFlux P Q) (𝓝[>] 0) (𝓝 0)
  flux_top : Tendsto (virialFlux P Q) atTop (𝓝 0)

variable {c E k : ℝ} {V V' P Q : ℝ → ℝ}

/-- Local virial identity: for `c > 0`, at each `r > 0` where `V` has derivative `v`, a solution of
the radial Dirac equations has
`c (r (P Q' - Q P'))' = (V + r v)(P² + Q²) - E (P² + Q²) + c² (P² - Q²)`. -/
theorem hasDerivAt_virialFlux (hc : 0 < c) (h : RadialDirac c E k V P Q) {r v : ℝ}
    (hr : 0 < r) (hV : HasDerivAt V v r) :
    HasDerivAt (virialFlux P Q) (((V r + r * v) * density P Q r - E * density P Q r
      + c ^ 2 * (P r ^ 2 - Q r ^ 2)) / c) r := by
  have hP := h.large r hr
  have hQ := h.small r hr
  -- the virial function with the first derivatives eliminated
  have key : HasDerivAt (fun x => 2 * k * (P x * Q x) - x * ((E - V x - c ^ 2) * (P x * P x)
      + (E - V x + c ^ 2) * (Q x * Q x)) / c) _ r :=
    ((hP.fun_mul hQ).const_mul (2 * k)).fun_sub (((hasDerivAt_id' r).fun_mul
      ((((hV.const_sub E).sub_const (c ^ 2)).fun_mul (hP.fun_mul hP)).fun_add
        (((hV.const_sub E).add_const (c ^ 2)).fun_mul (hQ.fun_mul hQ)))).div_const c)
  refine (key.congr_of_eventuallyEq ?_).congr_deriv ?_
  · filter_upwards [Ioi_mem_nhds hr] with x hx
    have hx0 : x ≠ 0 := (mem_Ioi.mp hx).ne'
    simp only [virialFlux, (h.large x hx).deriv, (h.small x hx).deriv]
    field_simp
    ring
  · simp only [density]
    field_simp
    ring

/-- The density of a bound orbital is integrable. -/
theorem BoundOrbital.integrable_density (h : BoundOrbital c E k V P Q) :
    Integrable (density P Q) (volume.restrict (Ioi 0)) := by
  by_contra hn
  exact zero_ne_one ((integral_undef hn).symm.trans h.norm)

/-- For a bound orbital the difference `P² - Q²` is integrable. -/
theorem BoundOrbital.integrable_diff (h : BoundOrbital c E k V P Q) :
    Integrable (fun r => P r ^ 2 - Q r ^ 2) (volume.restrict (Ioi 0)) := by
  refine Integrable.mono' h.integrable_density
    (ContinuousOn.aestronglyMeasurable (fun r hr => ?_) measurableSet_Ioi)
    (ae_of_all _ fun r => ?_)
  · exact (((h.dirac.large r hr).continuousAt.pow 2).sub
      ((h.dirac.small r hr).continuousAt.pow 2)).continuousWithinAt
  · simp only [density, Real.norm_eq_abs, abs_le]
    constructor <;> nlinarith [sq_nonneg (P r), sq_nonneg (Q r)]

/-- Radial virial theorem: for `c > 0`, a bound orbital in a differentiable potential with
`(V + r V')(P² + Q²)` integrable has `E = c² ∫ (P² - Q²) + ∫ (V + r V')(P² + Q²)`. -/
theorem radial_virial (hc : 0 < c) (h : BoundOrbital c E k V P Q)
    (hV : ∀ r, 0 < r → HasDerivAt V (V' r) r)
    (hI : Integrable (fun r => (V r + r * V' r) * density P Q r) (volume.restrict (Ioi 0))) :
    E = c ^ 2 * (∫ r in Ioi (0 : ℝ), (P r ^ 2 - Q r ^ 2))
      + ∫ r in Ioi (0 : ℝ), (V r + r * V' r) * density P Q r := by
  have hE := h.integrable_density.const_mul E
  have hD := h.integrable_diff.const_mul (c ^ 2)
  have h1 : Integrable (fun r => (V r + r * V' r) * density P Q r - E * density P Q r)
      (volume.restrict (Ioi 0)) := hI.sub hE
  have h2 : Integrable (fun r => (V r + r * V' r) * density P Q r - E * density P Q r
      + c ^ 2 * (P r ^ 2 - Q r ^ 2)) (volume.restrict (Ioi 0)) := h1.add hD
  have hF0 : virialFlux P Q 0 = 0 := by simp [virialFlux]
  have hcont : ContinuousWithinAt (virialFlux P Q) (Ici 0) 0 := by
    refine continuousWithinAt_Ioi_iff_Ici.mp ?_
    change Tendsto _ _ (𝓝 (virialFlux P Q 0))
    rw [hF0]
    exact h.flux_zero
  -- integrate the local identity over the half-line
  have h0 := integral_Ioi_of_hasDerivAt_of_tendsto hcont
    (fun r hr => hasDerivAt_virialFlux hc h.dirac hr (hV r hr)) (h2.div_const c) h.flux_top
  rw [integral_div, integral_add h1 hD, integral_sub hI hE, integral_const_mul,
    integral_const_mul, h.norm, hF0, sub_zero] at h0
  have h3 := (div_eq_zero_iff.mp h0).resolve_right hc.ne'
  linarith

/-- Kinetic form: for `c > 0` and a differentiable potential, the expectation value of `c α·p` in a
bound orbital equals that of `r V'`, if `V (P² + Q²)` and `r V' (P² + Q²)` are integrable. -/
theorem kinetic_virial (hc : 0 < c) (h : BoundOrbital c E k V P Q)
    (hV : ∀ r, 0 < r → HasDerivAt V (V' r) r)
    (h1 : Integrable (fun r => V r * density P Q r) (volume.restrict (Ioi 0)))
    (h2 : Integrable (fun r => r * V' r * density P Q r) (volume.restrict (Ioi 0))) :
    ∫ r in Ioi (0 : ℝ), kineticDensity c k P Q r
      = ∫ r in Ioi (0 : ℝ), r * V' r * density P Q r := by
  have hs : (fun r => (V r + r * V' r) * density P Q r)
      = fun r => V r * density P Q r + r * V' r * density P Q r := by
    ext r
    ring
  have hm := radial_virial hc h hV (by rw [hs]; exact h1.add h2)
  rw [hs, integral_add h1 h2] at hm
  have hE := h.integrable_density.const_mul E
  have hD := h.integrable_diff.const_mul (c ^ 2)
  have h3 : Integrable (fun r => E * density P Q r - V r * density P Q r)
      (volume.restrict (Ioi 0)) := hE.sub h1
  -- the Dirac equations turn the kinetic density into energy minus potential minus mass term
  have hk : ∫ r in Ioi (0 : ℝ), kineticDensity c k P Q r = ∫ r in Ioi (0 : ℝ),
      (E * density P Q r - V r * density P Q r - c ^ 2 * (P r ^ 2 - Q r ^ 2)) := by
    refine setIntegral_congr_fun measurableSet_Ioi fun r hr => ?_
    have hr0 : r ≠ 0 := (mem_Ioi.mp hr).ne'
    simp only [kineticDensity, density, (h.dirac.large r hr).deriv, (h.dirac.small r hr).deriv]
    field_simp
    ring
  rw [hk, integral_sub h3 hD, integral_sub hE h1, integral_const_mul, integral_const_mul, h.norm]
  linarith

/-- Small-component weight for a point nucleus `-Z/r` plus a differentiable potential `W`: for
`c > 0` and `(W + r W')(P² + Q²)` integrable, a bound orbital has
`∫ Q² = (1 - E/c²)/2 + ∫ (W + r W')(P² + Q²) / (2c²)`. -/
theorem small_component_weight {Z : ℝ} {W W' : ℝ → ℝ} (hc : 0 < c)
    (h : BoundOrbital c E k (fun r => -Z / r + W r) P Q)
    (hW : ∀ r, 0 < r → HasDerivAt W (W' r) r)
    (hI : Integrable (fun r => (W r + r * W' r) * density P Q r) (volume.restrict (Ioi 0))) :
    ∫ r in Ioi (0 : ℝ), Q r ^ 2 = (1 - E / c ^ 2) / 2
      + (∫ r in Ioi (0 : ℝ), (W r + r * W' r) * density P Q r) / (2 * c ^ 2) := by
  have hV : ∀ r, 0 < r → HasDerivAt (fun r => -Z / r + W r) (Z / r ^ 2 + W' r) r :=
    fun r hr => (((hasDerivAt_const r (-Z)).fun_div (hasDerivAt_id' r) hr.ne').fun_add
      (hW r hr)).congr_deriv (by ring)
  -- the nuclear attraction cancels in `V + r V'`
  have hs : (fun r => (-Z / r + W r + r * (Z / r ^ 2 + W' r)) * density P Q r)
      = fun r => (W r + r * W' r) * density P Q r := by
    ext r
    rcases eq_or_ne r 0 with rfl | hr
    · simp
    · field_simp
      ring
  have hm := radial_virial hc h hV (by rw [hs]; exact hI)
  rw [hs] at hm
  have hq : (fun r => Q r ^ 2) = fun r => (density P Q r - (P r ^ 2 - Q r ^ 2)) / 2 := by
    ext r
    simp only [density]
    ring
  rw [hq, integral_div, integral_sub h.integrable_density h.integrable_diff, h.norm]
  have hc0 : c ≠ 0 := hc.ne'
  field_simp
  linarith

/-- For `c > 0`, a bound orbital in a differentiable potential with `V + r V' ≥ 0` on `r > 0` and
`(V + r V')(P² + Q²)` integrable has energy `E ≥ -c²`. -/
theorem energy_lower_bound (hc : 0 < c) (h : BoundOrbital c E k V P Q)
    (hV : ∀ r, 0 < r → HasDerivAt V (V' r) r)
    (hI : Integrable (fun r => (V r + r * V' r) * density P Q r) (volume.restrict (Ioi 0)))
    (hpos : ∀ r, 0 < r → 0 ≤ V r + r * V' r) : -c ^ 2 ≤ E := by
  have hm := radial_virial hc h hV hI
  have h1 : 0 ≤ ∫ r in Ioi (0 : ℝ), (V r + r * V' r) * density P Q r :=
    setIntegral_nonneg measurableSet_Ioi fun r hr =>
      mul_nonneg (hpos r hr) (add_nonneg (sq_nonneg _) (sq_nonneg _))
  have h2 : 0 ≤ ∫ r in Ioi (0 : ℝ), (density P Q r + (P r ^ 2 - Q r ^ 2)) :=
    setIntegral_nonneg measurableSet_Ioi fun r _ => by
      simp only [density]
      nlinarith [sq_nonneg (P r)]
  rw [integral_add h.integrable_density h.integrable_diff, h.norm] at h2
  nlinarith [mul_nonneg (sq_nonneg c) h2]

/-- With `c = 1`, `k = -5` and `V = -4/r`, the functions `P = a r³ exp(-4r/5)` and `Q = -P/2`
solve the radial Dirac equations at `E = 3/5`, for every amplitude `a`. -/
theorem radialDirac_witness (a : ℝ) :
    RadialDirac 1 (3 / 5) (-5) (fun r => -4 / r)
      (fun r => a * (r ^ 3 * Real.exp (-(4 / 5) * r)))
      (fun r => -(a / 2) * (r ^ 3 * Real.exp (-(4 / 5) * r))) := by
  have hu : ∀ r : ℝ, HasDerivAt (fun x : ℝ => x ^ 3 * Real.exp (-(4 / 5) * x))
      ((3 * r ^ 2 - 4 / 5 * r ^ 3) * Real.exp (-(4 / 5) * r)) r := fun r => by
    have h3 : HasDerivAt (fun x : ℝ => x ^ 3) (3 * r ^ 2) r := by
      simpa using hasDerivAt_pow 3 r
    exact (h3.fun_mul ((hasDerivAt_id' r).const_mul (-(4 / 5))).exp).congr_deriv (by ring)
  constructor
  · intro r hr
    refine ((hu r).const_mul a).congr_deriv ?_
    generalize Real.exp (-(4 / 5) * r) = e
    field_simp
    ring
  · intro r hr
    refine ((hu r).const_mul (-(a / 2))).congr_deriv ?_
    generalize Real.exp (-(4 / 5) * r) = e
    field_simp
    ring

end

end RadialDiracVirial
```

```lean
#print axioms RadialDiracVirial.radial_virial
#print axioms RadialDiracVirial.kinetic_virial
#print axioms RadialDiracVirial.small_component_weight
#print axioms RadialDiracVirial.energy_lower_bound
```

```
'RadialDiracVirial.radial_virial' depends on axioms: [propext, Classical.choice, Quot.sound]
'RadialDiracVirial.kinetic_virial' depends on axioms: [propext, Classical.choice, Quot.sound]
'RadialDiracVirial.small_component_weight' depends on axioms: [propext, Classical.choice, Quot.sound]
'RadialDiracVirial.energy_lower_bound' depends on axioms: [propext, Classical.choice, Quot.sound]
```

## From the local identity to the half-line integral

`hasDerivAt_virialFlux` is the formula for $F'$. Its intermediate statement `key` differentiates the form of $F$ from which $P'$ and $Q'$ have been eliminated. No second derivatives of $P$ or $Q$ are therefore needed, and one derivative of $V$ is enough. The two forms of $F$ agree throughout a neighbourhood of each $r>0$, which lets `congr_of_eventuallyEq` transfer the derivative. The closing `field_simp` and `ring` carry out the cancellation of the terms in $k$ and $AB$.

Two lemmas supply integrability. `BoundOrbital.integrable_density` obtains it for $\rho$ from the normalisation: Lean assigns the value $0$ to the integral of a non-integrable function, and here the integral is $1$. `BoundOrbital.integrable_diff` then uses $|P^2-Q^2|\le\rho$, together with the continuity of the solutions.

`radial_virial` applies the fundamental theorem of calculus on the half-line, `integral_Ioi_of_hasDerivAt_of_tendsto`. It needs $F$ to be continuous from the right at $0$. The factor $r$ makes $F(0)=0$, so `flux_zero` is exactly that continuity. The integral is then split into its three parts, and `linarith` solves for $E$.

In `kinetic_virial`, the step `hk` replaces the kinetic density by $(E-V)\rho-c^2(P^2-Q^2)$ under the integral, and the energy formula does the rest. In `small_component_weight`, `hs` is the cancellation of the nuclear term, and `hq` writes $Q^2$ as half the difference between $\rho$ and $P^2-Q^2$. `energy_lower_bound` combines two non-negative integrals, that of $(V+rV')\rho$ and that of $\rho+(P^2-Q^2)=2P^2$.

## A nodeless Coulomb solution with rational energy

`radialDirac_witness` shows that the radial equations have non-trivial solutions. For $c=1$, $k=-5$ and $V=-4/r$, the functions $P=a\,r^3e^{-4r/5}$ and $Q=-P/2$ solve them at $E=3/5$ for every amplitude $a$. The coupling $Z/c=4$ is far above that of any real nucleus, but it makes the exponent $\gamma=\sqrt{5^2-4^2}=3$ an integer.

The theorem concerns the differential equations alone; a short calculation supplies the rest. Normalisation requires $a^2=2^{19}/(45\cdot5^8)\approx0.0298$, and $F$ vanishes identically because $Q$ is proportional to $P$. The small component then carries the weight $\frac{1/4}{1+1/4}=\frac15$, in agreement with $(1-\frac35)/2$.
